# In an uneven tight-binding barrier, a bounded state decays at least as fast as the barrier's minimum height dictates

Take a chain with sites \(n=0,1,2,\dots\), hopping \(t\neq 0\), site energies \(\varepsilon_n\) and a state of energy \(E\) with amplitudes \(u_n\). For \(n\ge 1\), dividing the Schrödinger equation by \(t\) gives

\[
u_{n+1}+u_{n-1}=w_n u_n,\qquad w_n=\frac{E-\varepsilon_n}{t}.
\]

I call the region a barrier if \(|w_n|\ge q+1/q\) for all \(n\ge1\), with one fixed \(0<q<1\). Here \(q\) is a decay factor per site, not a wave number. If \(w_n=q+1/q\) everywhere, the evanescent solution is \(q^n\). But in an uneven barrier every change of height reflects part of the wave. Could these reflections add up, so that somewhere \(|u_n|\) exceeds \(q^n|u_0|\)?

## Any excess over the factor q must grow without bound

No, provided that the state stays bounded along the half-line. Measure how far a step falls short of the expected decay by the excess

\[
d_n=|u_{n+1}|-q|u_n|.
\]

The wave equation at site \(n+1\) and the triangle inequality give

\[
(q+1/q)|u_{n+1}|\le|w_{n+1}u_{n+1}|=|u_{n+2}+u_n|\le|u_{n+2}|+|u_n|.
\]

Multiplying by \(q\) and rearranging,

\[
|u_{n+1}|-q|u_n|\le q\bigl(|u_{n+2}|-q|u_{n+1}|\bigr),
\]

that is, \(d_n\le q\,d_{n+1}\). After \(k\) steps,

\[
d_m\le q^k d_{m+k}\le q^k|u_{m+k+1}|.
\]

If \(|u_n|\le C\), the right side tends to zero as \(k\to\infty\), so \(d_m\le0\). Hence \(|u_{m+1}|\le q|u_m|\) at every site, and induction from \(n=0\) gives \(|u_n|\le q^n|u_0|\). Reflections can alter the amplitudes, but they cannot break this bound.

In Lean 4 with Mathlib:

```lean
import Mathlib

open Filter Topology

namespace EvanescentTail

variable {𝕜 : Type*} [RCLike 𝕜]

/-- The amplitude `u` on the sites `0, 1, 2, ...` obeys the discrete wave equation
`u (n+1) + u (n-1) = w n * u n` at every site `n ≥ 1`, with barrier profile `w`. -/
def IsBarrierSolution (w u : ℕ → 𝕜) : Prop :=
  ∀ n, u (n + 2) + u n = w (n + 1) * u (n + 1)

/-- If `u` solves the wave equation with `|w n| ≥ q + 1/q` at every site `n ≥ 1` and `q > 0`, the
excess `|u (n+1)| - q |u n|` is at most `q` times the excess one site further on. -/
theorem excess_step {w u : ℕ → 𝕜} {q : ℝ} (hq : 0 < q)
    (hu : IsBarrierSolution w u) (hw : ∀ n, q + 1 / q ≤ ‖w (n + 1)‖) (n : ℕ) :
    ‖u (n + 1)‖ - q * ‖u n‖ ≤ q * (‖u (n + 2)‖ - q * ‖u (n + 1)‖) := by
  -- the triangle inequality turns the wave equation into an inequality for moduli
  have h1 : (q + 1 / q) * ‖u (n + 1)‖ ≤ ‖u (n + 2)‖ + ‖u n‖ := by
    calc (q + 1 / q) * ‖u (n + 1)‖ ≤ ‖w (n + 1)‖ * ‖u (n + 1)‖ :=
          mul_le_mul_of_nonneg_right (hw n) (norm_nonneg _)
      _ = ‖u (n + 2) + u n‖ := by rw [hu n, norm_mul]
      _ ≤ ‖u (n + 2)‖ + ‖u n‖ := norm_add_le _ _
  have h2 := mul_le_mul_of_nonneg_left h1 hq.le
  have h3 : q * ((q + 1 / q) * ‖u (n + 1)‖) = q * q * ‖u (n + 1)‖ + ‖u (n + 1)‖ := by
    have h4 : q * (1 / q) = 1 := mul_one_div_cancel hq.ne'
    linear_combination ‖u (n + 1)‖ * h4
  rw [h3] at h2
  linarith

/-- For a solution `u` in a barrier with `|w n| ≥ q + 1/q` at every site `n ≥ 1` and `q > 0`, the
excess `|u (m+1)| - q |u m|` at site `m` is at most `q ^ k` times the excess at site `m + k`. -/
theorem excess_iterate {w u : ℕ → 𝕜} {q : ℝ} (hq : 0 < q)
    (hu : IsBarrierSolution w u) (hw : ∀ n, q + 1 / q ≤ ‖w (n + 1)‖) (m k : ℕ) :
    ‖u (m + 1)‖ - q * ‖u m‖ ≤ q ^ k * (‖u (m + k + 1)‖ - q * ‖u (m + k)‖) := by
  induction k with
  | zero => simp
  | succ k ih =>
    calc ‖u (m + 1)‖ - q * ‖u m‖
        ≤ q ^ k * (‖u (m + k + 1)‖ - q * ‖u (m + k)‖) := ih
      _ ≤ q ^ k * (q * (‖u (m + k + 2)‖ - q * ‖u (m + k + 1)‖)) :=
          mul_le_mul_of_nonneg_left (excess_step hq hu hw (m + k)) (by positivity)
      _ = q ^ (k + 1) * (‖u (m + (k + 1) + 1)‖ - q * ‖u (m + (k + 1))‖) := by
          rw [pow_succ]
          exact (mul_assoc _ _ _).symm

/-- In a barrier with `|w| ≥ q + 1/q` and `q > 0`, a solution for which `q ^ n |u n|` tends to zero
satisfies `|u (m+1)| ≤ q |u m|` at every site `m`. -/
theorem site_decay {w u : ℕ → 𝕜} {q : ℝ} (hq : 0 < q)
    (hu : IsBarrierSolution w u) (hw : ∀ n, q + 1 / q ≤ ‖w (n + 1)‖)
    (hlim : Tendsto (fun n => q ^ n * ‖u n‖) atTop (𝓝 0)) (m : ℕ) :
    ‖u (m + 1)‖ ≤ q * ‖u m‖ := by
  have hshift : Tendsto (fun k => q ^ (k + (m + 1)) * ‖u (k + (m + 1))‖) atTop (𝓝 0) :=
    hlim.comp (tendsto_add_atTop_nat (m + 1))
  -- a fixed multiple of the excess is at most every term of a sequence that tends to zero
  have hle : q ^ (m + 1) * (‖u (m + 1)‖ - q * ‖u m‖) ≤ 0 := by
    refine ge_of_tendsto' hshift (fun k => ?_)
    have hidx : k + (m + 1) = m + k + 1 := by omega
    have h1 : ‖u (m + 1)‖ - q * ‖u m‖ ≤ q ^ k * ‖u (m + k + 1)‖ := by
      refine (excess_iterate hq hu hw m k).trans ?_
      refine mul_le_mul_of_nonneg_left ?_ (by positivity)
      have h0 : 0 ≤ q * ‖u (m + k)‖ := by positivity
      linarith
    calc q ^ (m + 1) * (‖u (m + 1)‖ - q * ‖u m‖)
        ≤ q ^ (m + 1) * (q ^ k * ‖u (m + k + 1)‖) :=
          mul_le_mul_of_nonneg_left h1 (by positivity)
      _ = q ^ (k + (m + 1)) * ‖u (k + (m + 1))‖ := by
          rw [pow_add q k (m + 1), hidx]
          ring
  by_contra hcon
  have hpos : 0 < ‖u (m + 1)‖ - q * ‖u m‖ := sub_pos.mpr (not_le.mp hcon)
  exact absurd hle (not_le.mpr (mul_pos (pow_pos hq _) hpos))

/-- **Evanescent tail in a varying barrier.** If `0 < q < 1` and `|w n| ≥ q + 1/q` at every
site `n ≥ 1`, a bounded solution satisfies `|u n| ≤ q ^ n |u 0|`. -/
theorem evanescent_tail {w u : ℕ → 𝕜} {q C : ℝ} (hq : 0 < q) (hq1 : q < 1)
    (hu : IsBarrierSolution w u) (hw : ∀ n, q + 1 / q ≤ ‖w (n + 1)‖)
    (hC : ∀ n, ‖u n‖ ≤ C) (n : ℕ) :
    ‖u n‖ ≤ q ^ n * ‖u 0‖ := by
  -- boundedness excludes the growing solution
  have hlim : Tendsto (fun n => q ^ n * ‖u n‖) atTop (𝓝 0) := by
    have hgeo : Tendsto (fun n : ℕ => q ^ n * C) atTop (𝓝 0) := by
      simpa using (tendsto_pow_atTop_nhds_zero_of_lt_one hq.le hq1).mul_const C
    exact squeeze_zero (fun n => by positivity)
      (fun n => mul_le_mul_of_nonneg_left (hC n) (by positivity)) hgeo
  induction n with
  | zero => simp
  | succ n ih =>
    calc ‖u (n + 1)‖ ≤ q * ‖u n‖ := site_decay hq hu hw hlim n
      _ ≤ q * (q ^ n * ‖u 0‖) := mul_le_mul_of_nonneg_left ih hq.le
      _ = q ^ (n + 1) * ‖u 0‖ := by ring

/-- If `0 < q < 1` and `|w n| ≥ q + 1/q` at every site `n ≥ 1`, two bounded solutions with
the same amplitude at the surface site `0` coincide. -/
theorem bounded_solution_unique {w u v : ℕ → 𝕜} {q C D : ℝ} (hq : 0 < q) (hq1 : q < 1)
    (hu : IsBarrierSolution w u) (hv : IsBarrierSolution w v)
    (hw : ∀ n, q + 1 / q ≤ ‖w (n + 1)‖)
    (hC : ∀ n, ‖u n‖ ≤ C) (hD : ∀ n, ‖v n‖ ≤ D) (h0 : u 0 = v 0) : u = v := by
  -- the difference is a bounded solution that vanishes at the surface
  have hd : IsBarrierSolution w (fun n => u n - v n) := by
    intro n
    linear_combination hu n - hv n
  funext n
  have h := evanescent_tail hq hq1 hd hw
    (fun n => (norm_sub_le (u n) (v n)).trans (add_le_add (hC n) (hD n))) n
  have hz : ‖u n - v n‖ ≤ 0 := by simpa [h0] using h
  exact sub_eq_zero.mp (norm_le_zero_iff.mp hz)

/-- In a tight-binding chain with hopping `t ≠ 0` and site energies `ε n`, a bounded real
solution at energy `E` with `|E - ε n| ≥ |t| (q + 1/q)` for `n ≥ 1` and `0 < q < 1`
satisfies `|u n| ≤ q ^ n |u 0|`. -/
theorem tight_binding_tail {ε u : ℕ → ℝ} {t E q C : ℝ} (ht : t ≠ 0)
    (hq : 0 < q) (hq1 : q < 1)
    (hu : ∀ n, t * (u (n + 2) + u n) + ε (n + 1) * u (n + 1) = E * u (n + 1))
    (hgap : ∀ n, |t| * (q + 1 / q) ≤ |E - ε (n + 1)|)
    (hC : ∀ n, |u n| ≤ C) (n : ℕ) :
    |u n| ≤ q ^ n * |u 0| := by
  -- dividing by the hopping gives the barrier profile
  have hs : IsBarrierSolution (fun n => (E - ε n) / t) u := by
    intro n
    change u (n + 2) + u n = (E - ε (n + 1)) / t * u (n + 1)
    rw [div_mul_eq_mul_div, eq_div_iff ht]
    linear_combination hu n
  have hw : ∀ n, q + 1 / q ≤ ‖(E - ε (n + 1)) / t‖ := by
    intro n
    rw [Real.norm_eq_abs, abs_div, le_div_iff₀ (abs_pos.mpr ht), mul_comm]
    exact hgap n
  exact evanescent_tail hq hq1 hs hw hC n

/-- In the uniform barrier `w = q + 1/q` with `q ≠ 0`, both `q ^ n` and `(1/q) ^ n` solve
the wave equation. -/
theorem uniform_barrier_solutions {q : ℝ} (hq : q ≠ 0) :
    IsBarrierSolution (fun _ => q + 1 / q) (fun n => q ^ n) ∧
      IsBarrierSolution (fun _ => q + 1 / q) (fun n => (1 / q) ^ n) := by
  have h : q * (1 / q) = 1 := mul_one_div_cancel hq
  constructor
  · intro n
    linear_combination (-q ^ n) * h
  · intro n
    linear_combination (-(1 / q) ^ n) * h

end EvanescentTail
```

```lean
#print axioms EvanescentTail.bounded_solution_unique
#print axioms EvanescentTail.tight_binding_tail
#print axioms EvanescentTail.uniform_barrier_solutions
```

```
'EvanescentTail.bounded_solution_unique' depends on axioms: [propext, Classical.choice, Quot.sound]
'EvanescentTail.tight_binding_tail' depends on axioms: [propext, Classical.choice, Quot.sound]
'EvanescentTail.uniform_barrier_solutions' depends on axioms: [propext, Classical.choice, Quot.sound]
```

## What the theorems say about the chain

`IsBarrierSolution w u` is the wave equation with its index shifted, so that it starts at site 1. Site 0 is the surface, where no equation is imposed, and `w 0` never enters. The type `𝕜` stands for the real or complex numbers, and `‖·‖` is the modulus. The profile may therefore change sign or be complex.

`evanescent_tail` is the bound above, with `hC` expressing boundedness. `tight_binding_tail` states it for real amplitudes and energies, with `hgap` requiring \(|E-\varepsilon_n|\ge|t|(q+1/q)\) for \(n\ge1\). `bounded_solution_unique` says that the surface amplitude fixes a bounded solution; it does not say that one exists for each surface value.

The step left to the physics is the passage from a barrier of finite length to this endless one. At a far end, a growing component can be present, and boundedness on the half-line is what removes it here.

`uniform_barrier_solutions` shows both behaviours for \(w=q+1/q\). The solution \(q^n\) attains the bound, while \(q^{-n}\) violates it. For the latter \(q^n|u_n|=1\), so even boundedness of \(q^n|u_n|\) would be too weak an assumption.

## From one step to the whole tail

`excess_step` proves \(d_n\le q\,d_{n+1}\): its `calc` block is the triangle-inequality chain, and `linarith` does the rearrangement. `excess_iterate` repeats it by induction on \(k\). `site_decay` takes the limit, assuming only \(q^n|u_n|\to0\), and `evanescent_tail` derives that assumption from boundedness by `squeeze_zero` before the final induction.

The limit rests on Mathlib's `ge_of_tendsto'`: if a fixed number is at most every term of a convergent sequence, it is at most the limit. The fixed number is \(q^{m+1}d_m\), and the sequence is \(q^{k+m+1}|u_{k+m+1}|\). The extra factor \(q^{m+1}\) makes this a shifted copy of the sequence assumed to vanish; being positive, it does not affect the sign of \(d_m\).

For uniqueness, the tail bound is applied to the difference of two solutions, which vanishes at the surface. The tight-binding version divides by \(t\).

## Choosing a cutoff for the tail

Let \(W>2\) be a lower bound on \(|E-\varepsilon_n|/|t|\) for \(n\ge1\). Solving \(q+1/q=W\) gives \(q=(W-\sqrt{W^2-4})/2\). With \(|t|=1\) eV and site energies between 2.5 and 4 eV above \(E\), \(W=2.5\) and \(q=1/2\). Dropping all sites \(n\ge10\) discards a weight of at most

\[
\sum_{n\ge10}|u_n|^2\le\frac{q^{20}}{1-q^2}|u_0|^2\approx1.3\times10^{-6}\,|u_0|^2.
\]

In linear-scaling electronic structure, estimates of this kind support the truncation of localised quantities; this one applies to a non-interacting chain with uniform nearest-neighbour hopping.
